# In one s-Gaussian, the X2C Hamiltonian equals the upper root of the modified Dirac pencil

An X2C code solves the modified Dirac equation in its basis, keeps the positive-energy eigenvectors, reads off the coupling $X$ between large and small components, and builds a renormalised Hamiltonian for the large component alone. That Hamiltonian should reproduce the energies that were kept. For a single s-Gaussian every matrix block is a number, and the whole chain can be followed in closed form.

Take atomic units, a point charge $Z$, speed of light $c>0$ and $g(r)=(2a/\pi)^{3/4}e^{-ar^2}$ with $a>0$. Let $S$, $T$ and $V$ be the overlap, kinetic and nuclear attraction integrals, and $W$ the integral of $-Z/r$ between gradients of $g$. Then

$$S=1,\quad T=\tfrac{3a}{2},\quad V=-2Z\sqrt{2a/\pi},\quad W=2aV.$$

The pencil

$$H=\begin{pmatrix}V&T\\T&\frac{W}{4c^2}-T\end{pmatrix},\qquad M=\begin{pmatrix}S&0\\0&\frac{T}{2c^2}\end{pmatrix}$$

has exactly two real roots, $e_-<V<e_+$. The X2C Hamiltonian equals $e_+$, and if $c^2\ge|V|/3$,

$$|e_+-(V+T)|\le\frac{T(2T+|V|/3)}{c^2}.$$

The condition says that the mean nuclear attraction is at most three times the electron's rest energy $c^2$.

## The same numbers in an X2C code

With many basis functions, the positive-energy eigenvectors form coefficient blocks $A$ (large) and $B$ (small), and $X=BA^{-1}$. With one function this is the ratio of two coefficients, so the solver's scaling and sign drop out. Running a code on one uncontracted s-function with a point nucleus and spin-orbit terms off lets $S,T,V,W$, $X$ and the final Hamiltonian be compared separately with the formulas, provided that the code scales the small component as in $H$ and $M$. A wrong factor in $W/(4c^2)$ then shows up before any molecule is run.

## From Gaussian moments to the X2C energy

Write $N^2=(2a/\pi)^{3/2}$ and $m_n=\int_0^\infty r^ne^{-2ar^2}dr$. The Gamma function gives

$$m_1=\frac1{4a},\quad m_2=\frac{\sqrt\pi}{4(2a)^{3/2}},\quad m_3=\frac1{8a^2},\quad m_4=\frac{3\sqrt\pi}{8(2a)^{5/2}}.$$

Since $g'=-2arg$,

$$\begin{aligned}
S&=4\pi N^2m_2=1, & T&=\tfrac12\,16\pi a^2N^2m_4=\tfrac{3a}{2},\\
V&=-4\pi ZN^2m_1=-2Z\sqrt{2a/\pi}, & W&=-16\pi Za^2N^2m_3=2aV.
\end{aligned}$$

Because $W/(4c^2)=\frac{T}{2c^2}\cdot\frac{2V}{3}$, the determinant factorises:

$$\det(H-eM)=\frac{T}{2c^2}\left[(V-e)\left(\tfrac{2V}{3}-2c^2-e\right)-2c^2T\right].$$

The prefactor is positive, so the bracket must vanish. With $x=e-V$ this reads

$$x\left(x+\tfrac V3+2c^2\right)=2c^2T.$$

The product of the two roots in $x$ is $-2c^2T<0$, so one is negative and one positive. Explicitly,

$$e_\pm=\tfrac12\left[\tfrac{5V}{3}-2c^2\pm\sqrt{\left(\tfrac V3+2c^2\right)^2+8c^2T}\right].$$

From here on $x=e_+-V$, and $X=x/T>0$. The first row of the eigenvalue equation for $(1,X)$ is $V+TX=e_+$. The second, multiplied by $2c^2$, is the quadratic for $x$.

Contracting both rows with $(1,X)$ gives

$$V+2TX+\left(\tfrac{W}{4c^2}-T\right)X^2=e_+\left(1+\tfrac{TX^2}{2c^2}\right).$$

With $R=(1+TX^2/2c^2)^{-1/2}$, the normalised eigenvector is $(R,RX)$. The X2C Hamiltonian is $R^2$ times the left-hand side above, and $R^2$ cancels the bracket on the right, so it equals $e_+$.

For the bound, $c^2\ge|V|/3$ gives $x+V/3+2c^2\ge c^2$, hence $x\le2T$. The quadratic also gives $x-T=-x(x+V/3)/(2c^2)$. Taking absolute values and inserting $x\le2T$ yields the stated estimate.

## The Lean file

```lean
import Mathlib

open Real MeasureTheory Set Matrix

namespace X2COneGaussian

noncomputable section

/-- The normalised s-type Gaussian with exponent `a`, as a function of the radius. -/
def gauss (a r : ℝ) : ℝ := (2 * a / π) ^ (3 / 4 : ℝ) * Real.exp (-a * r ^ 2)

/-- The radial moment of order `n` of `exp (-b r²)`. -/
def moment (b : ℝ) (n : ℕ) : ℝ := ∫ r in Ioi (0 : ℝ), r ^ n * Real.exp (-b * r ^ 2)

/-- The overlap integral `S`. -/
def overlap (a : ℝ) : ℝ := ∫ r in Ioi (0 : ℝ), 4 * π * r ^ 2 * gauss a r ^ 2

/-- The kinetic energy integral `T`. -/
def kinetic (a : ℝ) : ℝ :=
  1 / 2 * ∫ r in Ioi (0 : ℝ), 4 * π * r ^ 2 * deriv (gauss a) r ^ 2

/-- The nuclear attraction integral `V` for the potential `-Z/r`. -/
def nuclear (Z a : ℝ) : ℝ :=
  ∫ r in Ioi (0 : ℝ), 4 * π * r ^ 2 * (-Z / r * gauss a r ^ 2)

/-- The integral `W` of the potential `-Z/r` between gradients of the Gaussian. -/
def smallNuclear (Z a : ℝ) : ℝ :=
  ∫ r in Ioi (0 : ℝ), 4 * π * r ^ 2 * (-Z / r * deriv (gauss a) r ^ 2)

/-- The Hamiltonian matrix of the modified Dirac equation in one Gaussian. -/
def pencilH (Z a c : ℝ) : Matrix (Fin 2) (Fin 2) ℝ :=
  !![nuclear Z a, kinetic a; kinetic a, smallNuclear Z a / (4 * c ^ 2) - kinetic a]

/-- The metric matrix of the modified Dirac equation in one Gaussian. -/
def pencilM (a c : ℝ) : Matrix (Fin 2) (Fin 2) ℝ :=
  !![overlap a, 0; 0, kinetic a / (2 * c ^ 2)]

/-- The square root of the discriminant of the secular equation. -/
def splitting (Z a c : ℝ) : ℝ :=
  √((nuclear Z a / 3 + 2 * c ^ 2) ^ 2 + 8 * c ^ 2 * kinetic a)

/-- The upper root of the secular equation. -/
def energyPlus (Z a c : ℝ) : ℝ :=
  (5 * nuclear Z a / 3 - 2 * c ^ 2 + splitting Z a c) / 2

/-- The lower root of the secular equation. -/
def energyMinus (Z a c : ℝ) : ℝ :=
  (5 * nuclear Z a / 3 - 2 * c ^ 2 - splitting Z a c) / 2

/-- The coupling `X` between the large and the small component at the upper root. -/
def coupling (Z a c : ℝ) : ℝ := (energyPlus Z a c - nuclear Z a) / kinetic a

/-- The renormalisation factor `R` of the X2C transformation. -/
def renorm (Z a c : ℝ) : ℝ :=
  1 / √(overlap a + coupling Z a c * (kinetic a / (2 * c ^ 2)) * coupling Z a c)

/-- The one-electron X2C Hamiltonian in one Gaussian. -/
def x2cHamiltonian (Z a c : ℝ) : ℝ :=
  renorm Z a c * (nuclear Z a + kinetic a * coupling Z a c + coupling Z a c * kinetic a
    + coupling Z a c * (smallNuclear Z a / (4 * c ^ 2) - kinetic a) * coupling Z a c)
    * renorm Z a c

/-- The radial Gaussian moments of order one to four. -/
theorem radial_moments {b : ℝ} (hb : 0 < b) :
    moment b 1 = 1 / (2 * b) ∧ moment b 2 = √π / (4 * b * √b) ∧
    moment b 3 = 1 / (2 * b ^ 2) ∧ moment b 4 = 3 * √π / (8 * b ^ 2 * √b) := by
  -- every moment is a multiple of a value of the Gamma function
  have key (n : ℕ) : moment b n =
      b ^ (-((n : ℝ) + 1) / 2) * (1 / 2) * Real.Gamma (((n : ℝ) + 1) / 2) := by
    have hn : (-1 : ℝ) < n := by
      have : (0 : ℝ) ≤ n := Nat.cast_nonneg n
      linarith
    have h := integral_rpow_mul_exp_neg_mul_rpow (p := 2) (q := (n : ℝ)) two_pos hn hb
    simp only [Real.rpow_natCast, Real.rpow_two] at h
    exact h
  have p3 : b ^ (-3 / 2 : ℝ) = 1 / (b * √b) := by
    rw [show (-3 / 2 : ℝ) = -(1 + 1 / 2) by norm_num, Real.rpow_neg hb.le,
      Real.rpow_add hb, Real.rpow_one, ← Real.sqrt_eq_rpow, one_div]
  have p5 : b ^ (-5 / 2 : ℝ) = 1 / (b ^ 2 * √b) := by
    rw [show (-5 / 2 : ℝ) = -(2 + 1 / 2) by norm_num, Real.rpow_neg hb.le,
      Real.rpow_add hb, Real.rpow_two, ← Real.sqrt_eq_rpow, one_div]
  have g3 : Real.Gamma (3 / 2) = √π / 2 := by
    rw [show (3 / 2 : ℝ) = 1 / 2 + 1 by norm_num, Real.Gamma_add_one (by norm_num),
      Real.Gamma_one_half_eq]
    ring
  have g5 : Real.Gamma (5 / 2) = 3 * √π / 4 := by
    rw [show (5 / 2 : ℝ) = 3 / 2 + 1 by norm_num, Real.Gamma_add_one (by norm_num), g3]
    ring
  refine ⟨?_, ?_, ?_, ?_⟩
  · rw [key, show -(((1 : ℕ) : ℝ) + 1) / 2 = -1 by norm_num,
      show (((1 : ℕ) : ℝ) + 1) / 2 = 1 by norm_num, Real.rpow_neg_one, Real.Gamma_one]
    ring
  · rw [key, show -(((2 : ℕ) : ℝ) + 1) / 2 = -3 / 2 by norm_num,
      show (((2 : ℕ) : ℝ) + 1) / 2 = 3 / 2 by norm_num, p3, g3]
    ring
  · rw [key, show -(((3 : ℕ) : ℝ) + 1) / 2 = -2 by norm_num,
      show (((3 : ℕ) : ℝ) + 1) / 2 = 2 by norm_num, Real.rpow_neg hb.le, Real.rpow_two,
      Real.Gamma_two]
    ring
  · rw [key, show -(((4 : ℕ) : ℝ) + 1) / 2 = -5 / 2 by norm_num,
      show (((4 : ℕ) : ℝ) + 1) / 2 = 5 / 2 by norm_num, p5, g5]
    ring

/-- The radial derivative of the Gaussian is `-2 a r` times the Gaussian. -/
theorem gauss_deriv (a r : ℝ) : deriv (gauss a) r = -2 * a * r * gauss a r := by
  have h : HasDerivAt (fun y : ℝ => -a * y ^ 2) (-a * (2 * r)) r :=
    ((hasDerivAt_pow 2 r).const_mul (-a)).congr_deriv (by norm_num)
  have h2 := h.exp.const_mul ((2 * a / π) ^ (3 / 4 : ℝ))
  have h3 : HasDerivAt (gauss a) (-2 * a * r * gauss a r) r :=
    h2.congr_deriv (by unfold gauss; ring)
  exact h3.deriv

/-- The density of the Gaussian is a Gaussian with twice the exponent. -/
theorem gauss_sq {a : ℝ} (ha : 0 < a) (r : ℝ) :
    gauss a r ^ 2 = 2 * a / π * √(2 * a / π) * Real.exp (-(2 * a) * r ^ 2) := by
  have hN (x : ℝ) (hx : 0 < x) : (x ^ (3 / 4 : ℝ)) ^ 2 = x * √x := by
    rw [← Real.rpow_natCast, ← Real.rpow_mul hx.le,
      show (3 / 4 : ℝ) * ((2 : ℕ) : ℝ) = 1 + 1 / 2 by norm_num, Real.rpow_add hx,
      Real.rpow_one, ← Real.sqrt_eq_rpow]
  have hE : Real.exp (-a * r ^ 2) ^ 2 = Real.exp (-(2 * a) * r ^ 2) := by
    rw [pow_two (Real.exp _), ← Real.exp_add]
    congr 1
    ring
  rw [gauss, mul_pow, hN _ (by positivity), hE]

/-- The four radial integrals: `S = 1`, `T = 3a/2`, `V = -2Z √(2a/π)` and `W = 2aV`. -/
theorem radial_integrals {a : ℝ} (ha : 0 < a) (Z : ℝ) :
    overlap a = 1 ∧ kinetic a = 3 * a / 2 ∧ nuclear Z a = -2 * Z * √(2 * a / π) ∧
    smallNuclear Z a = 2 * a * nuclear Z a := by
  obtain ⟨m1, m2, m3, m4⟩ := radial_moments (b := 2 * a) (by positivity)
  have red (f : ℝ → ℝ) (K : ℝ) (n : ℕ)
      (h : ∀ r, 0 < r → f r = K * (r ^ n * Real.exp (-(2 * a) * r ^ 2))) :
      ∫ r in Ioi (0 : ℝ), f r = K * moment (2 * a) n := by
    unfold moment
    rw [← integral_const_mul]
    exact setIntegral_congr_fun measurableSet_Ioi (fun r hr => h r hr)
  have hpi := Real.pi_ne_zero
  have ha' := ha.ne'
  have hs1 : √(2 * a) ≠ 0 := (Real.sqrt_pos.2 (by positivity)).ne'
  have hs2 : √π ≠ 0 := (Real.sqrt_pos.2 Real.pi_pos).ne'
  have hsd : √(2 * a / π) = √(2 * a) / √π := Real.sqrt_div (by positivity) π
  have hr1 (r : ℝ) (hr : 0 < r) : r ^ 2 * (-Z / r) = -Z * r := by
    have := hr.ne'
    field_simp
  have hV : nuclear Z a = -2 * Z * √(2 * a / π) := by
    rw [nuclear, red _ (-4 * π * Z * (2 * a / π * √(2 * a / π))) 1 (fun r hr => by
      linear_combination (4 * π * gauss a r ^ 2) * hr1 r hr
        + (4 * π * (-Z * r)) * gauss_sq ha r), m1]
    generalize √(2 * a / π) = s
    field_simp
    ring
  refine ⟨?_, ?_, hV, ?_⟩
  · rw [overlap, red _ (4 * π * (2 * a / π * √(2 * a / π))) 2 (fun r _ => by
      linear_combination (4 * π * r ^ 2) * gauss_sq ha r), m2, hsd]
    field_simp
  · rw [kinetic, red _ (16 * π * a ^ 2 * (2 * a / π * √(2 * a / π))) 4 (fun r _ => by
      rw [gauss_deriv]
      linear_combination (16 * π * a ^ 2 * r ^ 4) * gauss_sq ha r), m4, hsd]
    field_simp
    ring
  · rw [hV, smallNuclear, red _ (-16 * π * Z * a ^ 2 * (2 * a / π * √(2 * a / π))) 3
      (fun r hr => by
        rw [gauss_deriv]
        linear_combination (16 * π * a ^ 2 * r ^ 2 * gauss a r ^ 2) * hr1 r hr
          + (16 * π * a ^ 2 * r ^ 2 * (-Z * r)) * gauss_sq ha r), m3]
    generalize √(2 * a / π) = s
    field_simp
    ring

/-- The secular equation of the pencil is `(V - e)(2V/3 - 2c² - e) = 2c²T`. -/
theorem secular_equation {a c : ℝ} (ha : 0 < a) (hc : 0 < c) (Z e : ℝ) :
    (pencilH Z a c - e • pencilM a c).det = 0 ↔
      (nuclear Z a - e) * (2 * nuclear Z a / 3 - 2 * c ^ 2 - e) = 2 * c ^ 2 * kinetic a := by
  obtain ⟨hS, hT, -, hW⟩ := radial_integrals ha Z
  have hmat : pencilH Z a c - e • pencilM a c = !![nuclear Z a - e, kinetic a; kinetic a,
      smallNuclear Z a / (4 * c ^ 2) - kinetic a - e * (kinetic a / (2 * c ^ 2))] := by
    ext i j
    fin_cases i <;> fin_cases j <;> simp [pencilH, pencilM, hS]
  -- the factor T/(2c²) comes out of the determinant
  have hdet : (pencilH Z a c - e • pencilM a c).det = 3 * a / 2 / (2 * c ^ 2) *
      ((nuclear Z a - e) * (2 * nuclear Z a / 3 - 2 * c ^ 2 - e)
        - 2 * c ^ 2 * (3 * a / 2)) := by
    rw [hmat, Matrix.det_fin_two_of, hW, hT]
    generalize nuclear Z a = V
    field_simp
    ring
  have hk : 3 * a / 2 / (2 * c ^ 2) ≠ 0 := by positivity
  rw [hdet, hT, mul_eq_zero, or_iff_right hk, sub_eq_zero]

/-- The energy `V` lies strictly between the two roots, and the upper root obeys the
secular equation written for its distance from `V`. -/
theorem roots_bracket {a c : ℝ} (ha : 0 < a) (hc : 0 < c) (Z : ℝ) :
    energyMinus Z a c < nuclear Z a ∧ nuclear Z a < energyPlus Z a c ∧
    (energyPlus Z a c - nuclear Z a) *
      (energyPlus Z a c - nuclear Z a + nuclear Z a / 3 + 2 * c ^ 2)
      = 2 * c ^ 2 * kinetic a := by
  have hT : 0 < kinetic a := by
    rw [(radial_integrals ha Z).2.1]
    positivity
  have hp : 0 < 8 * c ^ 2 * kinetic a := by positivity
  have h1 : nuclear Z a / 3 + 2 * c ^ 2 < splitting Z a c :=
    Real.lt_sqrt_of_sq_lt (by linarith)
  have h2 : -(nuclear Z a / 3 + 2 * c ^ 2) < splitting Z a c :=
    Real.lt_sqrt_of_sq_lt (by rw [neg_sq]; linarith)
  have hs : splitting Z a c ^ 2 =
      (nuclear Z a / 3 + 2 * c ^ 2) ^ 2 + 8 * c ^ 2 * kinetic a :=
    Real.sq_sqrt (by positivity)
  unfold energyMinus energyPlus
  refine ⟨by linarith, by linarith, ?_⟩
  linear_combination (1 / 4) * hs

/-- The large-component and small-component rows of the modified Dirac equation hold for
the upper root and the coupling `X`. -/
theorem row_equations {a c : ℝ} (ha : 0 < a) (hc : 0 < c) (Z : ℝ) :
    nuclear Z a + kinetic a * coupling Z a c = energyPlus Z a c ∧
    kinetic a + (smallNuclear Z a / (4 * c ^ 2) - kinetic a) * coupling Z a c
      = energyPlus Z a c * (kinetic a / (2 * c ^ 2) * coupling Z a c) := by
  obtain ⟨-, hT, -, hW⟩ := radial_integrals ha Z
  have hT0 : kinetic a ≠ 0 := by
    rw [hT]
    positivity
  have h1 : nuclear Z a + kinetic a * coupling Z a c = energyPlus Z a c := by
    rw [coupling, mul_div_cancel₀ _ hT0]
    ring
  refine ⟨h1, ?_⟩
  have hq := (roots_bracket ha hc Z).2.2
  rw [← h1, hT] at hq
  rw [← h1, hW, hT, ← sub_eq_zero]
  generalize coupling Z a c = X at *
  generalize nuclear Z a = V at *
  -- the second row is the secular equation divided by 2c²
  have hid : 3 * a / 2 + (2 * a * V / (4 * c ^ 2) - 3 * a / 2) * X
      - (V + 3 * a / 2 * X) * (3 * a / 2 / (2 * c ^ 2) * X)
      = (2 * c ^ 2 * (3 * a / 2) - (V + 3 * a / 2 * X - V) *
        (V + 3 * a / 2 * X - V + V / 3 + 2 * c ^ 2)) / (2 * c ^ 2) := by
    field_simp
    ring
  rw [hid, hq, sub_self, zero_div]

/-- The pencil has exactly two real roots, one below and one above `V`; at the upper one
`X = (e - V)/T` is positive and `(1, X)` solves the modified Dirac equation. -/
theorem modified_dirac_one_gaussian {a c : ℝ} (ha : 0 < a) (hc : 0 < c) (Z : ℝ) :
    (∀ e, (pencilH Z a c - e • pencilM a c).det = 0 ↔
      e = energyMinus Z a c ∨ e = energyPlus Z a c) ∧
    energyMinus Z a c < nuclear Z a ∧ nuclear Z a < energyPlus Z a c ∧
    0 < coupling Z a c ∧
    pencilH Z a c *ᵥ ![1, coupling Z a c]
      = energyPlus Z a c • (pencilM a c *ᵥ ![1, coupling Z a c]) := by
  obtain ⟨hS, hT, -, -⟩ := radial_integrals ha Z
  obtain ⟨hm, hp, -⟩ := roots_bracket ha hc Z
  obtain ⟨h1, h2⟩ := row_equations ha hc Z
  have hT0 : 0 < kinetic a := by
    rw [hT]
    positivity
  refine ⟨fun e => ?_, hm, hp, div_pos (sub_pos.2 hp) hT0, ?_⟩
  · have hs : splitting Z a c ^ 2 =
        (nuclear Z a / 3 + 2 * c ^ 2) ^ 2 + 8 * c ^ 2 * kinetic a :=
      Real.sq_sqrt (by positivity)
    have hfac : (nuclear Z a - e) * (2 * nuclear Z a / 3 - 2 * c ^ 2 - e)
        - 2 * c ^ 2 * kinetic a = (e - energyMinus Z a c) * (e - energyPlus Z a c) := by
      unfold energyMinus energyPlus
      linear_combination (1 / 4) * hs
    rw [secular_equation ha hc, ← sub_eq_zero (b := 2 * c ^ 2 * kinetic a), hfac,
      mul_eq_zero, sub_eq_zero, sub_eq_zero]
  · have hH : pencilH Z a c *ᵥ ![1, coupling Z a c] =
        ![nuclear Z a + kinetic a * coupling Z a c,
          kinetic a + (smallNuclear Z a / (4 * c ^ 2) - kinetic a) * coupling Z a c] := by
      ext i
      fin_cases i <;> simp [pencilH, Matrix.mulVec, dotProduct, Fin.sum_univ_two]
    have hM : pencilM a c *ᵥ ![1, coupling Z a c] =
        ![1, kinetic a / (2 * c ^ 2) * coupling Z a c] := by
      ext i
      fin_cases i <;> simp [pencilM, Matrix.mulVec, dotProduct, Fin.sum_univ_two, hS]
    rw [hH, hM, h1, h2]
    ext i
    fin_cases i <;> simp

/-- The one-electron X2C Hamiltonian equals the upper root of the pencil. -/
theorem x2c_eq_energyPlus {a c : ℝ} (ha : 0 < a) (hc : 0 < c) (Z : ℝ) :
    x2cHamiltonian Z a c = energyPlus Z a c := by
  obtain ⟨hS, hT, -, -⟩ := radial_integrals ha Z
  obtain ⟨h1, h2⟩ := row_equations ha hc Z
  have key (n : ℝ) (hn : 0 < n) : n * ((1 / √n) * (1 / √n)) = 1 := by
    rw [div_mul_div_comm, Real.mul_self_sqrt hn.le, one_mul, mul_one_div_cancel hn.ne']
  have hn : 0 < overlap a + coupling Z a c * (kinetic a / (2 * c ^ 2)) * coupling Z a c := by
    have h : 0 ≤ 3 * a / 2 / (2 * c ^ 2) * coupling Z a c ^ 2 := by positivity
    rw [hS, hT]
    linarith
  have hR := key _ hn
  rw [← renorm, hS] at hR
  unfold x2cHamiltonian
  -- contract the two rows with (1, X), then use the normalisation
  linear_combination (renorm Z a c ^ 2) * h1 + (renorm Z a c ^ 2 * coupling Z a c) * h2
    + energyPlus Z a c * hR

/-- For `c² ≥ |V|/3` the upper root differs from the nonrelativistic energy `V + T` by at
most `T (2T + |V|/3) / c²`. -/
theorem nonrelativistic_bound {a c : ℝ} (ha : 0 < a) (hc : 0 < c) (Z : ℝ)
    (hV : |nuclear Z a| / 3 ≤ c ^ 2) :
    |energyPlus Z a c - (nuclear Z a + kinetic a)|
      ≤ kinetic a * (2 * kinetic a + |nuclear Z a| / 3) / c ^ 2 := by
  obtain ⟨-, hp, hq⟩ := roots_bracket ha hc Z
  have hT : 0 < kinetic a := by
    rw [(radial_integrals ha Z).2.1]
    positivity
  have hc2 : 0 < c ^ 2 := by positivity
  rw [← sub_sub]
  have hx : 0 < energyPlus Z a c - nuclear Z a := sub_pos.2 hp
  generalize energyPlus Z a c - nuclear Z a = x at *
  generalize nuclear Z a = V at *
  generalize kinetic a = T at *
  have hl := neg_abs_le V
  have hu := le_abs_self V
  have hx2 : x ≤ 2 * T := by
    have h : x * c ^ 2 ≤ x * (x + V / 3 + 2 * c ^ 2) :=
      mul_le_mul_of_nonneg_left (by linarith) hx.le
    exact le_of_mul_le_mul_right (by linarith : x * c ^ 2 ≤ 2 * T * c ^ 2) hc2
  have hab : |x + V / 3| ≤ 2 * T + |V| / 3 := by
    rw [abs_le]
    constructor <;> linarith
  have e1 : (x - T) * c ^ 2 = -(x * (x + V / 3)) / 2 := by
    linear_combination (1 / 2) * hq
  rw [le_div_iff₀ hc2]
  calc |x - T| * c ^ 2 = |(x - T) * c ^ 2| := by rw [abs_mul, abs_of_pos hc2]
    _ = x * |x + V / 3| / 2 := by
        rw [e1, abs_div, abs_neg, abs_mul, abs_of_pos hx, abs_two]
    _ ≤ 2 * T * (2 * T + |V| / 3) / 2 := by gcongr
    _ = T * (2 * T + |V| / 3) := by ring

end

end X2COneGaussian
```

```lean
#print axioms X2COneGaussian.modified_dirac_one_gaussian
-- 'X2COneGaussian.modified_dirac_one_gaussian' depends on axioms: [propext, Classical.choice, Quot.sound]
#print axioms X2COneGaussian.x2c_eq_energyPlus
-- 'X2COneGaussian.x2c_eq_energyPlus' depends on axioms: [propext, Classical.choice, Quot.sound]
#print axioms X2COneGaussian.nonrelativistic_bound
-- 'X2COneGaussian.nonrelativistic_bound' depends on axioms: [propext, Classical.choice, Quot.sound]
```

## How the theorems and proofs match the derivation

`overlap`, `kinetic`, `nuclear` and `smallNuclear` are integrals over $r>0$ with weight $4\pi r^2$; the closed forms are proved in `radial_integrals`, using `radial_moments`, `gauss_deriv` and `gauss_sq`. `pencilH` and `pencilM` are $H$ and $M$; `energyPlus`, `coupling` and `renorm` are $e_+$, $X$ and $R$.

`secular_equation` extracts the determinant's prefactor. `roots_bracket` compares the square root with $\pm(V/3+2c^2)$, and `row_equations` checks the two rows. `modified_dirac_one_gaussian` assembles the roots, the sign of $X$ and the matrix eigenvalue equation. In `x2c_eq_energyPlus`, `linear_combination` performs the contraction with $(1,X)$; `nonrelativistic_bound` follows the estimate above.

## Scope: one function, a point charge, no spin-orbit coupling

The results hold for every real $Z$ and all positive $a$ and $c$; only the bound needs $c^2\ge|V|/3$. The energy zero excludes the rest energy. The pencil is a definition here, not derived from the Dirac equation, and the arithmetic is exact, so rounding in a solver is not addressed. The bound compares $e_+$ with the nonrelativistic energy of the same Gaussian, not with an exact atomic level. Larger bases, finite nuclei and electron repulsion are not treated.
